# Closed form for the positive square root of a nonzero positive semidefinite 2×2 matrix

The equation $S^2 = A$ does not determine $S$: the identity $I$, its negative and the Pauli matrix $Z = \mathrm{diag}(1,-1)$ all square to $I$. When $A$ is positive semidefinite ($A \succeq 0$), requiring $S \succeq 0$ as well selects one root, but obtaining it by diagonalisation needs the eigenvectors of $A$, whose explicit expressions break down when the eigenvalues coincide. For nonzero positive semidefinite $2\times 2$ matrices there is a formula without eigenvectors. It gives, for a single two-level system, the operator $\sqrt{\rho}$ of a density matrix $\rho$ that enters the fidelity between mixed states.

## The root from trace and determinant

Let $S \succeq 0$ and $S^2 = A \neq 0$, and write $\delta = \sqrt{\det A}$. The claim is

$$(\operatorname{tr} S)^2 = \operatorname{tr} A + 2\delta, \qquad \operatorname{tr} S > 0, \qquad S = \frac{A + \delta I}{\operatorname{tr} S}.$$

Name the entries $a = S_{00}$, $b = S_{01}$, $c = S_{10}$, $d = S_{11}$, so that $\operatorname{tr} S = a + d$ and $\det S = ad - bc$. Since $a^2 + bc = (a+d)a - (ad - bc)$, and likewise for $d$,

$$S^2 = \begin{pmatrix} a^2 + bc & (a+d)\,b \\ (a+d)\,c & d^2 + bc \end{pmatrix} = (\operatorname{tr} S)\, S - (\det S)\, I .$$

This Cayley–Hamilton relation holds for any $2\times 2$ matrix. Its trace is $\operatorname{tr} S^2 = (\operatorname{tr} S)^2 - 2 \det S$.

Positivity enters through the eigenvalues $\lambda_0, \lambda_1 \ge 0$ of $S$. First, $\det S = \lambda_0\lambda_1 \ge 0$ and $\det A = (\det S)^2$, so $\delta = \det S$, which turns the trace relation into the first claim. Second, $\operatorname{tr} S = \lambda_0 + \lambda_1 \ge 0$ vanishes only if both eigenvalues do; a Hermitian $S$ is then zero and $A = 0$, which is excluded. Third, Cayley–Hamilton now reads $A + \delta I = (\operatorname{tr} S)\, S$, and division by $\operatorname{tr} S$ gives the last claim.

The first two claims give $\operatorname{tr} S = n$ with $n = \sqrt{\operatorname{tr} A + 2\delta}$, so $S = (A + \delta I)/n$ depends on $A$ alone. Conversely, let $A \succeq 0$ be nonzero. Then $\operatorname{tr} A > 0$, so $n > 0$ and $(A + \delta I)/n \succeq 0$. Cayley–Hamilton for $A$ with $\delta^2 = \det A$ gives

$$(A + \delta I)^2 = (\operatorname{tr} A)\, A - (\det A)\, I + 2\delta A + \delta^2 I = n^2 A ,$$

so $(A + \delta I)/n$ squares to $A$.

## Qubit operators and the candidate root in Lean

```lean
import Mathlib

open Matrix
open scoped ComplexOrder

namespace QubitSquareRoot

noncomputable section
```

With `ComplexOrder`, $0 \le z$ for a complex number $z$ means that $z$ is real and nonnegative, and `0 < S.trace` says that the trace is real and positive.

```lean
/-- An operator on a qubit: a complex 2 by 2 matrix. -/
abbrev QubitOp := Matrix (Fin 2) (Fin 2) ℂ
```

Rows and columns carry the indices 0 and 1 of an orthonormal basis. Mathlib's `PosSemidef` means Hermitian with nonnegative expectation value in every vector.

```lean
/-- The real number `√(det A)`, taken of the real part of the determinant. -/
def sqrtDet (A : QubitOp) : ℝ := Real.sqrt (A.det).re

/-- The real number `√(tr A + 2 √(det A))`, with the real part of the trace. -/
def rootNorm (A : QubitOp) : ℝ := Real.sqrt ((A.trace).re + 2 * sqrtDet A)

/-- The operator `(A + √(det A) I) / √(tr A + 2 √(det A))`. -/
def qubitRoot (A : QubitOp) : QubitOp :=
  ((rootNorm A : ℂ))⁻¹ • (A + (sqrtDet A : ℂ) • (1 : QubitOp))
```

These are $\delta$, $n$ and $(A + \delta I)/n$. The real parts discard nothing when $A \succeq 0$, since determinant and trace are then real. The definitions accept any matrix because Lean sets $0^{-1}$ and the root of a negative number to zero, but the hypotheses below keep clear of both cases.

## Cayley–Hamilton and the determinant of the root

```lean
/-- Cayley-Hamilton for a qubit operator: `S² = (tr S) S - (det S) I`. -/
theorem cayley_hamilton (S : QubitOp) :
    S * S = S.trace • S - S.det • (1 : QubitOp) := by
  ext i j
  fin_cases i <;> fin_cases j <;>
    simp [Matrix.mul_apply, Fin.sum_univ_two, Matrix.trace_fin_two, Matrix.det_fin_two] <;>
    ring
```

`fin_cases` runs over the four entries, `simp` expands product, trace and determinant, and `ring` checks the polynomial identities.

```lean
/-- For any qubit operator, `(tr S)² = tr (S²) + 2 det S`. -/
theorem trace_sq_eq (S : QubitOp) :
    S.trace ^ 2 = (S * S).trace + 2 * S.det := by
  simp only [Matrix.trace_fin_two, Matrix.det_fin_two, Matrix.mul_apply, Fin.sum_univ_two]
  ring
```

The trace relation is verified directly on the entries and does not invoke `cayley_hamilton`.

```lean
/-- For a positive semidefinite qubit operator `S`, `√(det S²) = det S`. -/
theorem sqrtDet_mul_self {S : QubitOp} (hS : S.PosSemidef) :
    (sqrtDet (S * S) : ℂ) = S.det := by
  obtain ⟨h1, h2⟩ := Complex.nonneg_iff.mp hS.det_nonneg
  -- det S is a nonnegative real number
  have hre : (S.det * S.det).re = S.det.re * S.det.re := by
    rw [Complex.mul_re, ← h2]
    ring
  unfold sqrtDet
  rw [Matrix.det_mul, hre, Real.sqrt_mul_self h1]
  apply Complex.ext
  · simp
  · simpa using h2
```

This is $\delta = \det S$. The eigenvalue argument is replaced by `hS.det_nonneg`, split into a nonnegative real part `h1` and a vanishing imaginary part `h2`; `Matrix.det_mul` supplies $\det S^2 = (\det S)^2$ and `Real.sqrt_mul_self` takes the root.

## Uniqueness and existence of the positive root

```lean
/-- If `S` is positive semidefinite, `S² = A` and `A ≠ 0`, then
`(tr S)² = tr A + 2 √(det A)`, `tr S > 0` and `S = (A + √(det A) I) / tr S`. -/
theorem qubit_sqrt_formula {A S : QubitOp} (hS : S.PosSemidef) (hSA : S * S = A)
    (hA : A ≠ 0) :
    S.trace ^ 2 = A.trace + 2 * (sqrtDet A : ℂ) ∧ 0 < S.trace ∧
      S = (S.trace)⁻¹ • (A + (sqrtDet A : ℂ) • (1 : QubitOp)) := by
  subst hSA
  -- a positive operator with zero trace vanishes
  have ht : S.trace ≠ 0 := fun h => hA (by
    have h0 : S = 0 := hS.trace_eq_zero_iff.mp h
    rw [h0, mul_zero])
  rw [sqrtDet_mul_self hS]
  refine ⟨trace_sq_eq S, lt_of_le_of_ne hS.trace_nonneg ht.symm, ?_⟩
  -- divide the Cayley-Hamilton relation by the trace
  rw [cayley_hamilton S, sub_add_cancel, smul_smul, inv_mul_cancel₀ ht, one_smul]
```

The hypotheses are $S \succeq 0$, $S^2 = A$ and $A \neq 0$, and the conclusion is the three claims in order. Positivity of $A$ is not assumed, since $A = S^\dagger S$. The condition $A \neq 0$ holds for every density matrix, whose trace is one. After `subst` replaces $A$ by $S^2$, `ht` excludes zero trace through `trace_eq_zero_iff`, and the last line inserts Cayley–Hamilton, cancels $(\det S)\, I$ and divides by the trace.

```lean
/-- A positive semidefinite square root `S` of a nonzero qubit operator `A` equals
`(A + √(det A) I) / √(tr A + 2 √(det A))`, and its trace is `√(tr A + 2 √(det A))`. -/
theorem sqrt_eq_qubitRoot {A S : QubitOp} (hS : S.PosSemidef) (hSA : S * S = A)
    (hA : A ≠ 0) :
    S.trace = (rootNorm A : ℂ) ∧ S = qubitRoot A := by
  obtain ⟨h1, h2, h3⟩ := qubit_sqrt_formula hS hSA hA
  obtain ⟨hre, him⟩ := Complex.nonneg_iff.mp h2.le
  have hsq : (A.trace).re + 2 * sqrtDet A = S.trace.re * S.trace.re := by
    have h4 : (S.trace ^ 2).re = S.trace.re * S.trace.re := by
      rw [sq, Complex.mul_re, ← him]
      ring
    rw [← h4, h1]
    simp
  have htr : S.trace = (rootNorm A : ℂ) := by
    unfold rootNorm
    rw [hsq, Real.sqrt_mul_self hre]
    apply Complex.ext
    · simp
    · simpa using him.symm
  refine ⟨htr, ?_⟩
  unfold qubitRoot
  rw [← htr]
  exact h3
```

Here `hsq` is the real part of the trace identity and `htr` takes its nonnegative root, $\operatorname{tr} S = n$. Any positive root of a nonzero $A$ therefore equals `qubitRoot A`.

```lean
/-- For every nonzero positive semidefinite qubit operator `A`, the operator
`(A + √(det A) I) / √(tr A + 2 √(det A))` is positive semidefinite and squares to `A`. -/
theorem qubitRoot_spec {A : QubitOp} (hA : A.PosSemidef) (hne : A ≠ 0) :
    (qubitRoot A).PosSemidef ∧ qubitRoot A * qubitRoot A = A := by
  obtain ⟨hd1, hd2⟩ := Complex.nonneg_iff.mp hA.det_nonneg
  obtain ⟨ht1, ht2⟩ := Complex.nonneg_iff.mp hA.trace_nonneg
  have hd0 : 0 ≤ sqrtDet A := Real.sqrt_nonneg _
  have hn0 : 0 ≤ rootNorm A := Real.sqrt_nonneg _
  -- the trace of a nonzero positive operator is strictly positive
  have htpos : 0 < A.trace.re := by
    refine lt_of_le_of_ne ht1 fun h => hne (hA.trace_eq_zero_iff.mp ?_)
    exact Complex.ext h.symm ht2.symm
  have hpos : 0 < A.trace.re + 2 * sqrtDet A := by linarith
  have hn : (rootNorm A : ℂ) ≠ 0 :=
    Complex.ofReal_ne_zero.mpr (Real.sqrt_pos.mpr hpos).ne'
  have hdd : (sqrtDet A : ℂ) * (sqrtDet A : ℂ) = A.det := by
    rw [← Complex.ofReal_mul, sqrtDet, Real.mul_self_sqrt hd1]
    apply Complex.ext
    · simp
    · simpa using hd2
  have hnn : (rootNorm A : ℂ) * (rootNorm A : ℂ) = A.trace + 2 * (sqrtDet A : ℂ) := by
    rw [← Complex.ofReal_mul, rootNorm, Real.mul_self_sqrt hpos.le]
    apply Complex.ext
    · simp
    · simpa using ht2
  constructor
  · have hc : (0 : ℂ) ≤ ((rootNorm A : ℂ))⁻¹ := by
      rw [← Complex.ofReal_inv]
      exact Complex.zero_le_real.mpr (inv_nonneg.mpr hn0)
    exact (hA.add (Matrix.PosSemidef.one.smul (Complex.zero_le_real.mpr hd0))).smul hc
  · -- (A + d I)² = (tr A + 2 d) A by Cayley-Hamilton
    have key : (A + (sqrtDet A : ℂ) • (1 : QubitOp)) * (A + (sqrtDet A : ℂ) • (1 : QubitOp))
        = (A.trace + 2 * (sqrtDet A : ℂ)) • A := by
      simp only [add_mul, mul_add, smul_mul_assoc, mul_smul_comm, one_mul, mul_one]
      rw [cayley_hamilton A, ← hdd]
      module
    have hone : ((rootNorm A : ℂ))⁻¹ * ((rootNorm A : ℂ))⁻¹
        * ((rootNorm A : ℂ) * (rootNorm A : ℂ)) = 1 := by
      field_simp
    unfold qubitRoot
    rw [smul_mul_assoc, mul_smul_comm, key, ← hnn, smul_smul, smul_smul, hone, one_smul]
```

This is the converse. The steps `hdd` and `hnn` are $\delta^2 = \det A$ and $n^2 = \operatorname{tr} A + 2\delta$, `hn` is $n \neq 0$, and `key` is the expansion of $(A + \delta I)^2$. The two theorems give every nonzero $A \succeq 0$ exactly one positive semidefinite root. They cover neither $A = 0$ nor more than two levels, where the Cayley–Hamilton relation has higher degree.

## A Hermitian root that fails and a positive root that works

```lean
/-- The Pauli matrix `Z`. -/
def pauliZ : QubitOp := !![1, 0; 0, -1]

/-- The Pauli matrix `Z` is Hermitian and squares to the identity, yet its trace is zero
and `(tr Z)² ≠ tr I + 2 √(det I)`. -/
theorem pauliZ_fails :
    pauliZ.IsHermitian ∧ pauliZ * pauliZ = 1 ∧ pauliZ.trace = 0 ∧
      pauliZ.trace ^ 2 ≠ (1 : QubitOp).trace + 2 * (sqrtDet 1 : ℂ) := by
  have ht : pauliZ.trace = 0 := by simp [pauliZ, Matrix.trace_fin_two]
  refine ⟨?_, ?_, ht, ?_⟩
  · ext i j
    fin_cases i <;> fin_cases j <;> simp [pauliZ, Matrix.conjTranspose_apply]
  · ext i j
    fin_cases i <;> fin_cases j <;> simp [pauliZ, Matrix.mul_apply, Fin.sum_univ_two]
  · have hs : sqrtDet 1 = 1 := by simp [sqrtDet]
    rw [ht, hs, Matrix.trace_fin_two]
    norm_num
```

Hermiticity alone is too weak a hypothesis on $S$. The matrix $Z$ squares to $I$ with zero trace, and the trace identity would read $0 = 4$. Both uses of positivity break. The step $\delta = \det S$ fails because $\det Z = -1$ while $\sqrt{\det I} = 1$, which spoils the trace identity. The step from $S \neq 0$ to $\operatorname{tr} S > 0$ fails because $Z$ is nonzero with zero trace, so the division by the trace is not possible.

The last theorem exhibits a non-diagonal pair meeting all three hypotheses, $S = \begin{pmatrix} 2 & 1 \\ 1 & 1 \end{pmatrix}$ and $A = \begin{pmatrix} 5 & 3 \\ 3 & 2 \end{pmatrix}$, with positivity shown by writing $S = B^\dagger B$ for $B = \begin{pmatrix} 1 & 1 \\ 1 & 0 \end{pmatrix}$. The numbers that follow are arithmetic added for the reader and are not part of its statement: $\operatorname{tr} A = 7$, $\delta = 1$, $n = 3$ and $(A + I)/3 = S$, while the normalised density matrix $\rho = A/7$ has $\sqrt{\rho} = S/\sqrt{7}$.

```lean
/-- The operator `S = [[2,1],[1,1]]` is positive semidefinite and squares to the nonzero
operator `A = [[5,3],[3,2]]`. -/
theorem qubit_sqrt_witness :
    (!![2, 1; 1, 1] : QubitOp).PosSemidef ∧
      (!![2, 1; 1, 1] : QubitOp) * !![2, 1; 1, 1] = !![5, 3; 3, 2] ∧
      (!![5, 3; 3, 2] : QubitOp) ≠ 0 := by
  refine ⟨?_, ?_, ?_⟩
  · have h : (!![2, 1; 1, 1] : QubitOp)
        = (!![1, 1; 1, 0] : QubitOp)ᴴ * !![1, 1; 1, 0] := by
      ext i j
      fin_cases i <;> fin_cases j <;>
        norm_num [Matrix.mul_apply, Fin.sum_univ_two, Matrix.conjTranspose_apply]
    rw [h]
    exact Matrix.posSemidef_conjTranspose_mul_self _
  · ext i j
    fin_cases i <;> fin_cases j <;> norm_num [Matrix.mul_apply, Fin.sum_univ_two]
  · intro h
    have h0 := congrFun (congrFun h 0) 0
    simp at h0

end

end QubitSquareRoot
```

```lean
#print axioms QubitSquareRoot.sqrt_eq_qubitRoot
#print axioms QubitSquareRoot.qubitRoot_spec
#print axioms QubitSquareRoot.pauliZ_fails
```

```
'QubitSquareRoot.sqrt_eq_qubitRoot' depends on axioms: [propext, Classical.choice, Quot.sound]
'QubitSquareRoot.qubitRoot_spec' depends on axioms: [propext, Classical.choice, Quot.sound]
'QubitSquareRoot.pauliZ_fails' depends on axioms: [propext, Classical.choice, Quot.sound]
```
